# For fixed accuracy, an expansion order linear in the displacement suffices for the phase factor of a plane wave

```lean
import Mathlib

open Finset Complex
open scoped Nat ComplexConjugate

namespace DisplacedPlaneWave

noncomputable section

variable {E : Type*} [NormedAddCommGroup E] [InnerProductSpace ℝ E]
```

Positions, displacements and wave vectors are elements of one real inner product space `E`, of any dimension. Lengths are measured in a fixed unit, so that $k\cdot r$ is a pure number.

```lean
/-- The plane wave `exp(i k·r)` with wave vector `k` at the position `r`. -/
def planeWave (k r : E) : ℂ := Complex.exp (((inner ℝ k r : ℝ) : ℂ) * I)
```

This is $e^{ik\cdot r}$, with modulus 1. Lean writes $k\cdot r$ as `inner ℝ k r`; the remaining symbols turn this real number into a complex one and multiply it by $i$.

```lean
/-- The first `N` terms (orders `0` to `N - 1`) of the power series of the phase factor
`exp(ix)`. -/
def phaseSum (N : ℕ) (x : ℝ) : ℂ :=
  ∑ n ∈ range N, ((x : ℂ) * I) ^ n / ((n ! : ℕ) : ℂ)
```

Write $S_N(x)=\sum_{n=0}^{N-1}(ix)^n/n!$ for `phaseSum N x`. The index counts terms, so the series through order $L$ is $S_{L+1}$.

## The first omitted term bounds the error

```lean
/-- Differentiating the truncated phase factor gives `i` times the truncation with one term
fewer. -/
theorem hasDerivAt_phaseSum (N : ℕ) (x : ℝ) :
    HasDerivAt (phaseSum (N + 1)) (I * phaseSum N x) x := by
  induction N with
  | zero =>
    have h : phaseSum 1 = fun _ : ℝ => (1 : ℂ) := by
      funext y
      simp [phaseSum]
    rw [zero_add, h]
    simpa [phaseSum] using hasDerivAt_const x (1 : ℂ)
  | succ n ih =>
    have hx : HasDerivAt (fun y : ℝ => (y : ℂ) * I) I x := by
      simpa using ((hasDerivAt_id' x).ofReal_comp).mul_const I
    have ht := (hx.fun_pow (n + 1)).div_const (((n + 1)! : ℕ) : ℂ)
    have hs : phaseSum (n + 1 + 1) = fun y : ℝ =>
        phaseSum (n + 1) y + ((y : ℂ) * I) ^ (n + 1) / (((n + 1)! : ℕ) : ℂ) := by
      funext y
      exact sum_range_succ _ _
    have hp : phaseSum (n + 1) x = phaseSum n x + ((x : ℂ) * I) ^ n / ((n ! : ℕ) : ℂ) :=
      sum_range_succ _ _
    have h2 : (n : ℂ) + 1 ≠ 0 := by exact_mod_cast n.succ_ne_zero
    have key : ∀ P f : ℂ, ((n : ℂ) + 1) * P * I / (((n : ℂ) + 1) * f) = I * (P / f) := by
      intro P f
      rw [mul_assoc, mul_div_mul_left _ _ h2]
      ring
    rw [hs]
    refine (ih.fun_add ht).congr_deriv ?_
    rw [hp, Nat.factorial_succ]
    simp only [Nat.add_sub_cancel, Nat.cast_mul, Nat.cast_add, Nat.cast_one]
    rw [key, mul_add]
```

`HasDerivAt f f' x` says that $f$ has derivative $f'$ at $x$. The statement is $S_{N+1}'=iS_N$. By hand, the constant term drops out and, for $n\ge1$,
$$\frac{d}{dx}\frac{(ix)^n}{n!}=i\,\frac{(ix)^{n-1}}{(n-1)!}.$$
Lean adds one term at a time by induction, and `key` cancels the common factor $n+1$.

```lean
/-- For a non-negative phase, the truncation error is at most the modulus of the first
omitted term. -/
theorem remainder_of_nonneg (N : ℕ) : ∀ x : ℝ, 0 ≤ x →
    ‖Complex.exp ((x : ℂ) * I) - phaseSum N x‖ ≤ x ^ N / (N ! : ℕ) := by
  induction N with
  | zero =>
    intro x _
    simp [phaseSum, Complex.norm_exp_ofReal_mul_I]
  | succ n ih =>
    intro x hx
    -- the derivative of the error is `i` times the error of the preceding order
    have hd : ∀ t : ℝ, HasDerivAt
        (fun y : ℝ => Complex.exp ((y : ℂ) * I) - phaseSum (n + 1) y)
        (I * (Complex.exp ((t : ℂ) * I) - phaseSum n t)) t := by
      intro t
      have hy : HasDerivAt (fun y : ℝ => (y : ℂ) * I) I t := by
        simpa using ((hasDerivAt_id' t).ofReal_comp).mul_const I
      exact (hy.cexp.fun_sub (hasDerivAt_phaseSum n t)).congr_deriv (by ring)
    have hB : ∀ t : ℝ, HasDerivAt (fun y : ℝ => y ^ (n + 1) / (((n + 1)! : ℕ) : ℝ))
        (t ^ n / ((n ! : ℕ) : ℝ)) t := by
      intro t
      refine ((hasDerivAt_pow (n + 1) t).div_const _).congr_deriv ?_
      rw [Nat.factorial_succ]
      simp only [Nat.add_sub_cancel, Nat.cast_mul, Nat.cast_add, Nat.cast_one]
      exact mul_div_mul_left _ _ (by positivity)
    have hc : ContinuousOn (fun y : ℝ => Complex.exp ((y : ℂ) * I) - phaseSum (n + 1) y)
        (Set.Icc 0 x) := fun t _ => (hd t).continuousAt.continuousWithinAt
    have h0 : ‖Complex.exp (((0 : ℝ) : ℂ) * I) - phaseSum (n + 1) 0‖ ≤
        (0 : ℝ) ^ (n + 1) / (((n + 1)! : ℕ) : ℝ) := by
      simp [phaseSum, sum_range_succ']
    have hb : ∀ t ∈ Set.Ico 0 x, ‖I * (Complex.exp ((t : ℂ) * I) - phaseSum n t)‖ ≤
        t ^ n / ((n ! : ℕ) : ℝ) := by
      intro t ht
      rw [norm_mul, Complex.norm_I, one_mul]
      exact ih t ht.1
    have h := image_norm_le_of_norm_deriv_right_le_deriv_boundary hc
      (fun t _ => (hd t).hasDerivWithinAt) h0 hB hb
    exact h ⟨hx, le_rfl⟩
```

Let $R_N(x)=e^{ix}-S_N(x)$. The claim is $|R_N(x)|\le x^N/N!$ for $x\ge0$. It holds for $N=0$, since $|e^{ix}|=1$. For the next order, $R_{N+1}(0)=0$ and $R_{N+1}'=iR_N$, so
$$|R_{N+1}(x)|\le\int_0^x\frac{t^N}{N!}\,dt=\frac{x^{N+1}}{(N+1)!}.$$
Lean compares derivatives instead of integrating: `hd` and `hB` differentiate the error and its proposed bound, `h0` compares them at zero, and `hb` compares their rates of growth using the induction hypothesis `ih`.

```lean
/-- For a phase of either sign, the truncation error is at most the modulus of the first
omitted term. -/
theorem remainder_le (N : ℕ) (x : ℝ) :
    ‖Complex.exp ((x : ℂ) * I) - phaseSum N x‖ ≤ |x| ^ N / (N ! : ℕ) := by
  rcases le_total 0 x with hx | hx
  · rw [abs_of_nonneg hx]
    exact remainder_of_nonneg N x hx
  · -- reversing the phase is complex conjugation
    have h : Complex.exp (((-x : ℝ) : ℂ) * I) - phaseSum N (-x) =
        conj (Complex.exp ((x : ℂ) * I) - phaseSum N x) := by
      simp [phaseSum, ← Complex.exp_conj, map_sum]
    have h' := remainder_of_nonneg N (-x) (by linarith)
    rw [h, RCLike.norm_conj] at h'
    rwa [abs_of_nonpos hx]
```

For real $x$, $R_N(-x)=\overline{R_N(x)}$, and conjugation preserves the modulus. Hence $|R_N(x)|\le|x|^N/N!$ for either sign.

## An order that suffices

```lean
/-- If `exp(2)|x| ≤ L + 1`, the phase factor `exp(ix)` is reproduced by its series through
order `L` with an error of at most `exp(-(L + 1))`. -/
theorem phase_error_le (L : ℕ) (x : ℝ) (h : Real.exp 2 * |x| ≤ L + 1) :
    ‖Complex.exp ((x : ℂ) * I) - phaseSum (L + 1) x‖ ≤ Real.exp (-((L : ℝ) + 1)) := by
  refine (remainder_le (L + 1) x).trans ?_
  obtain ⟨N, hN⟩ : ∃ N : ℕ, N = L + 1 := ⟨_, rfl⟩
  have hc : (L : ℝ) + 1 = N := by rw [hN]; push_cast; rfl
  rw [hc] at h ⊢
  rw [← hN]
  -- one term of the exponential series is bounded by the whole series
  have h1 : (Real.exp 2 * |x|) ^ N / ((N ! : ℕ) : ℝ) ≤ Real.exp N :=
    (Real.pow_div_factorial_le_exp _ (by positivity) N).trans (Real.exp_le_exp.2 h)
  have h2 : (Real.exp 2 * |x|) ^ N = Real.exp N * Real.exp N * |x| ^ N := by
    rw [mul_pow, ← Real.exp_nat_mul, show (N : ℝ) * 2 = N + N by ring, Real.exp_add]
  rw [Real.exp_neg, ← one_div, le_div_iff₀ (Real.exp_pos _)]
  refine le_of_mul_le_mul_left ?_ (Real.exp_pos (N : ℝ))
  calc Real.exp N * (|x| ^ N / ((N ! : ℕ) : ℝ) * Real.exp N)
      = (Real.exp 2 * |x|) ^ N / ((N ! : ℕ) : ℝ) := by rw [h2]; ring
    _ ≤ Real.exp N := h1
    _ = Real.exp N * 1 := (mul_one _).symm
```

The hypothesis `h` is $e^2|x|\le L+1$. Put $N=L+1$. A single term of a series with non-negative terms is at most the whole sum, so
$$\frac{(e^2|x|)^N}{N!}\le e^{e^2|x|}\le e^N.$$
Dividing by $e^{2N}$ gives $|x|^N/N!\le e^{-N}$, which bounds the error by the preceding theorem. In Lean, `h1` is the displayed inequality, `h2` separates the factor $e^{2N}$, and the `calc` block combines them.

```lean
/-- If `exp(2)‖k‖‖d‖ ≤ L + 1`, expanding the phase factor of a plane wave displaced by `d`
through order `L` changes the wave by at most `exp(-(L + 1))` at every position `r`. -/
theorem displaced_planeWave_error_le (k r d : E) (L : ℕ)
    (h : Real.exp 2 * (‖k‖ * ‖d‖) ≤ L + 1) :
    ‖planeWave k (r + d) - planeWave k r * phaseSum (L + 1) (inner ℝ k d)‖ ≤
      Real.exp (-((L : ℝ) + 1)) := by
  have hs : planeWave k (r + d) =
      planeWave k r * Complex.exp (((inner ℝ k d : ℝ) : ℂ) * I) := by
    unfold planeWave
    rw [inner_add_right, Complex.ofReal_add, add_mul, Complex.exp_add]
  have hn : ‖planeWave k r‖ = 1 := Complex.norm_exp_ofReal_mul_I _
  rw [hs, ← mul_sub, norm_mul, hn, one_mul]
  exact phase_error_le L _ ((mul_le_mul_of_nonneg_left (abs_real_inner_le_norm k d)
    (Real.exp_pos 2).le).trans h)
```

Displacing the wave by $d$ gives $e^{ik\cdot(r+d)}=e^{ik\cdot r}e^{ik\cdot d}$, which is `hs`. The first factor has modulus 1 (`hn`), so only the phase error with $x=k\cdot d$ remains. The Cauchy–Schwarz inequality $|k\cdot d|\le\|k\|\|d\|$ supplies the condition of `phase_error_le` for every direction of $d$.

```lean
/-- Expanding the phase factor of a plane wave displaced by `d` through order `L` changes the wave
by at most `ε > 0` at every position `r`, once `L + 1` is at least the larger of `exp(2)‖k‖‖d‖` and
`-log ε`. -/
theorem sufficient_order (k r d : E) (L : ℕ) {ε : ℝ} (hε : 0 < ε)
    (h : max (Real.exp 2 * (‖k‖ * ‖d‖)) (-Real.log ε) ≤ L + 1) :
    ‖planeWave k (r + d) - planeWave k r * phaseSum (L + 1) (inner ℝ k d)‖ ≤ ε := by
  refine (displaced_planeWave_error_le k r d L ((le_max_left _ _).trans h)).trans ?_
  have h2 := (le_max_right _ _).trans h
  calc Real.exp (-((L : ℝ) + 1)) ≤ Real.exp (Real.log ε) :=
        Real.exp_le_exp.2 (by linarith)
    _ = ε := Real.exp_log hε
```

For accuracy $\varepsilon>0$ it is enough that
$$L+1\ge\max\left(e^2\|k\|\|d\|,\,-\log\varepsilon\right).$$
The second entry ensures $e^{-(L+1)}\le\varepsilon$. At fixed $k$ and $\varepsilon$, the sufficient order therefore grows at most linearly with $\|d\|$.

Here $L$ is the highest power of $k\cdot d$ kept in the expansion of $e^{ik\cdot d}$, not an angular-momentum cutoff.

## Too low an order fails

```lean
/-- As long as `3(n + 1) ≤ y`, the term of order `n + 1` in the exponential series of `y` is
at least three times the term of order `n`. -/
theorem term_growth {y : ℝ} {n : ℕ} (h : 3 * ((n : ℝ) + 1) ≤ y) :
    3 * (y ^ n / (n ! : ℕ)) ≤ y ^ (n + 1) / ((n + 1)! : ℕ) := by
  have hn : (0 : ℝ) ≤ n := n.cast_nonneg
  have hy : 0 ≤ y := by linarith
  have e : y ^ (n + 1) / (((n + 1)! : ℕ) : ℝ) =
      y / ((n : ℝ) + 1) * (y ^ n / ((n ! : ℕ) : ℝ)) := by
    rw [Nat.factorial_succ, pow_succ']
    push_cast
    exact mul_div_mul_comm _ _ _ _
  rw [e]
  exact mul_le_mul_of_nonneg_right ((le_div_iff₀ (by positivity)).2 h) (by positivity)
```

Let $t_n=y^n/n!$. Since $t_{n+1}=\frac{y}{n+1}t_n$, the condition $3(n+1)\le y$ gives $t_{n+1}\ge3t_n$.

```lean
/-- If `3n ≤ y`, the term of order `n` in the exponential series of `y` is at least one, and
at least twice the sum of all lower terms. -/
theorem last_term_dominates (y : ℝ) (n : ℕ) (h : 3 * (n : ℝ) ≤ y) :
    1 ≤ y ^ n / (n ! : ℕ) ∧
      ∑ m ∈ range n, y ^ m / (m ! : ℕ) ≤ y ^ n / (n ! : ℕ) / 2 := by
  induction n with
  | zero => simp
  | succ n ih =>
    push_cast at h
    obtain ⟨h1, h2⟩ := ih (by linarith)
    have h3 := term_growth h
    rw [sum_range_succ]
    constructor <;> linarith
```

If $3n\le y$, then $t_n\ge1$ and $\sum_{m<n}t_m\le t_n/2$. At $n=0$ the sum is empty and $t_0=1$. In the induction step,
$$\sum_{m\le n}t_m\le\tfrac12t_n+t_n=\tfrac32t_n\le\tfrac12t_{n+1},$$
and $t_{n+1}\ge3t_n\ge1$. The final `linarith` does this arithmetic for both parts.

```lean
/-- If `L ≥ 1` and `3L ≤ |x|`, the series through order `L` misses the phase factor `exp(ix)`
by at least `1/2`. -/
theorem phase_error_ge (L : ℕ) (x : ℝ) (hL : 1 ≤ L) (h : 3 * (L : ℝ) ≤ |x|) :
    1 / 2 ≤ ‖Complex.exp ((x : ℂ) * I) - phaseSum (L + 1) x‖ := by
  obtain ⟨k, rfl⟩ : ∃ k, L = k + 1 := ⟨L - 1, by omega⟩
  have hdom := (last_term_dominates |x| (k + 1) h).2
  push_cast at h
  have hone := (last_term_dominates |x| k (by linarith)).1
  have hgrow := term_growth h
  have hterm : ∀ m : ℕ, ‖((x : ℂ) * I) ^ m / ((m ! : ℕ) : ℂ)‖ =
      |x| ^ m / ((m ! : ℕ) : ℝ) := by
    intro m
    simp
  have hlow : ‖phaseSum (k + 1) x‖ ≤ ∑ m ∈ range (k + 1), |x| ^ m / ((m ! : ℕ) : ℝ) :=
    (norm_sum_le _ _).trans (sum_le_sum fun m _ => (hterm m).le)
  have hs : phaseSum (k + 1 + 1) x =
      phaseSum (k + 1) x + ((x : ℂ) * I) ^ (k + 1) / (((k + 1)! : ℕ) : ℂ) :=
    sum_range_succ _ _
  -- isolate the last term and apply the triangle inequality
  have hT : ((x : ℂ) * I) ^ (k + 1) / (((k + 1)! : ℕ) : ℂ) =
      Complex.exp ((x : ℂ) * I) - (Complex.exp ((x : ℂ) * I) - phaseSum (k + 1 + 1) x)
        - phaseSum (k + 1) x := by
    rw [hs]
    abel
  have hlast := hterm (k + 1)
  rw [hT] at hlast
  have t1 := norm_sub_le (Complex.exp ((x : ℂ) * I) -
    (Complex.exp ((x : ℂ) * I) - phaseSum (k + 1 + 1) x)) (phaseSum (k + 1) x)
  have t2 := norm_sub_le (Complex.exp ((x : ℂ) * I))
    (Complex.exp ((x : ℂ) * I) - phaseSum (k + 1 + 1) x)
  have t3 := Complex.norm_exp_ofReal_mul_I x
  linarith

end

end DisplacedPlaneWave
```

Take $y=|x|$, with $L\ge1$ and $3L\le|x|$. The term of order $L$ has modulus $t_L\ge3t_{L-1}\ge3$, and the lower terms satisfy $|S_L(x)|\le t_L/2$. Writing the last term as $e^{ix}-R_{L+1}(x)-S_L(x)$, the triangle inequality gives
$$t_L\le1+|R_{L+1}(x)|+\tfrac12t_L,$$
so $|R_{L+1}(x)|\ge\tfrac12t_L-1\ge\tfrac12$. Lean sets $L=k+1$, where `k` is now an integer; `hT` isolates the last term, and `t1` and `t2` are the two triangle inequalities.

Thus, among orders $L\ge1$, an error below $1/2$ requires $L>|x|/3$. Order zero is excluded because $S_1=1$ is exact whenever $x$ is a multiple of $2\pi$, however large. For a plane wave $x=k\cdot d$, so this lower bound grows with the component of $d$ along $k$; a perpendicular displacement leaves the phase unchanged.

```lean
#print axioms DisplacedPlaneWave.displaced_planeWave_error_le
#print axioms DisplacedPlaneWave.sufficient_order
#print axioms DisplacedPlaneWave.phase_error_ge
```

```
'DisplacedPlaneWave.displaced_planeWave_error_le' depends on axioms: [propext, Classical.choice, Quot.sound]
'DisplacedPlaneWave.sufficient_order' depends on axioms: [propext, Classical.choice, Quot.sound]
'DisplacedPlaneWave.phase_error_ge' depends on axioms: [propext, Classical.choice, Quot.sound]
```
